# Sommerfeld's energy rises with the radial and angular numbers and falls with the coupling, for coupling below the angular number

**A:** By the Dirac equation, an electron bound to a fixed point nucleus of charge number $Z$ has, in units of its rest energy and with that rest energy included, the energy

$$E=\frac{1}{\sqrt{1+a^2/N^2}},\qquad N=n_r+\sqrt{k^2-a^2}.$$

Here $a=Z\alpha$ is the Coulomb coupling, with $\alpha$ the fine-structure constant, $k=j+\tfrac12$ is the angular number for total angular momentum $j$, and $n_r$ is the radial number. For real $n_r\ge 0$ and $0<a<k$, $E$ lies strictly between 0 and 1, strictly increases in $n_r$ and in $k$, and strictly decreases in $a$, the other two being fixed. At $n_r=0$ it equals $\sqrt{1-a^2/k^2}$.

**Q:** In the physical levels $n_r$ and $k$ are integers. What do the formal definitions describe?

**A:** They take all three arguments real, so the physical levels are special cases. `effNumber` is $N$, and `energy` is $E$ with the rest energy included. The letter `a` is a coupling, not a Bohr radius.

```lean
import Mathlib

open Filter Topology Set

namespace SommerfeldFormula

noncomputable section

/-- The effective quantum number `nr + √(k² - a²)` for radial number `nr`, angular number `k`
and Coulomb coupling `a`, meant for `nr ≥ 0` and `0 < a < k`. -/
def effNumber (nr k a : ℝ) : ℝ := nr + √(k ^ 2 - a ^ 2)

/-- The Sommerfeld energy in units of the rest energy, meant for `nr ≥ 0` and `0 < a < k`,
where the effective quantum number in the denominator is positive. -/
def energy (nr k a : ℝ) : ℝ := 1 / √(1 + a ^ 2 / effNumber nr k a ^ 2)
```

**Q:** Why demand $a<k$?

**A:** It makes the square root real and positive, so $N>0$ even at $n_r=0$. For the lowest angular number, $k=1$, it says $Z\alpha<1$. The first lemma records this positivity.

```lean
/-- For `nr ≥ 0` and `0 < a < k` the effective quantum number is positive. -/
theorem effNumber_pos {nr k a : ℝ} (hn : 0 ≤ nr) (ha : 0 < a) (hk : a < k) :
    0 < effNumber nr k a := by
  have h : 0 < √(k ^ 2 - a ^ 2) := Real.sqrt_pos.2 (by nlinarith)
  unfold effNumber
  linarith
```

**Q:** And the bounds on $E$?

**A:** Squaring the definition and multiplying numerator and denominator by $N^2$ gives

$$E^2=\frac{1}{1+a^2/N^2}=\frac{N^2}{N^2+a^2}.$$

In `energy_sq`, `div_eq_div_iff` clears the fractions and `linear_combination` finishes the algebra. For the bounds, $a^2/N^2>0$, so the root in the denominator of $E$ exceeds 1 and $0<E<1$. `Ioo 0 1` is that open interval.

```lean
/-- For `nr ≥ 0` and `0 < a < k` the squared energy is `N² / (N² + a²)`, with `N` the effective
quantum number. -/
theorem energy_sq {nr k a : ℝ} (hn : 0 ≤ nr) (ha : 0 < a) (hk : a < k) :
    energy nr k a ^ 2 = effNumber nr k a ^ 2 / (effNumber nr k a ^ 2 + a ^ 2) := by
  have hN := effNumber_pos hn ha hk
  have hc : a ^ 2 / effNumber nr k a ^ 2 * effNumber nr k a ^ 2 = a ^ 2 :=
    div_mul_cancel₀ _ (by positivity)
  unfold energy
  rw [div_pow, Real.sq_sqrt (by positivity), div_eq_div_iff (by positivity) (by positivity)]
  linear_combination -hc

/-- For `nr ≥ 0` and `0 < a < k` the energy lies strictly between zero and the rest energy. -/
theorem energy_mem_Ioo {nr k a : ℝ} (hn : 0 ≤ nr) (ha : 0 < a) (hk : a < k) :
    energy nr k a ∈ Ioo (0 : ℝ) 1 := by
  have hN := effNumber_pos hn ha hk
  have hq : 0 < a ^ 2 / effNumber nr k a ^ 2 := by positivity
  have h1 : 1 < √(1 + a ^ 2 / effNumber nr k a ^ 2) := by
    rw [Real.lt_sqrt zero_le_one]
    linarith
  unfold energy
  exact ⟨by positivity, (div_lt_one (by linarith)).2 h1⟩
```

**Q:** When $a$ changes, both $a^2$ and $N$ move. How do you control that?

**A:** They push the same way. Compare $(n_r,k,a)$ with $(n_r',k',a')$, where $n_r\le n_r'$, $k\le k'$, $0<a'\le a$, and at least one inequality is strict. Then $k^2-a^2\le k'^2-a'^2$, strictly if $k$ or $a$ changed. If neither did, $n_r$ rose. Either way $N<N'$, and so

$$\frac{a'^2}{N'^2}\le\frac{a^2}{N'^2}<\frac{a^2}{N^2}.$$

The denominator of $E$ falls, and $E<E'$.

In the proof, `rcases` separates the three possible strict changes and `hNN` is $N<N'$. The `calc` block is the displayed chain after cross-multiplication: $a'^2N^2\le a^2N^2<a^2N'^2$.

```lean
/-- Comparison of two levels with `nr ≥ 0` and `0 < a < k`: if the radial and angular numbers do
not decrease, the coupling does not increase, and at least one of the three changes, then the
energy strictly increases. -/
theorem energy_lt_energy {nr nr' k k' a a' : ℝ} (hn : 0 ≤ nr) (ha' : 0 < a') (hk : a < k)
    (hnn : nr ≤ nr') (hkk : k ≤ k') (haa : a' ≤ a)
    (hne : nr < nr' ∨ k < k' ∨ a' < a) :
    energy nr k a < energy nr' k' a' := by
  have ha : 0 < a := lt_of_lt_of_le ha' haa
  have hk0 : 0 < k := ha.trans hk
  have hN := effNumber_pos hn ha hk
  have hpos : 0 ≤ k ^ 2 - a ^ 2 := by nlinarith
  have hk2 : k ^ 2 ≤ k' ^ 2 := pow_le_pow_left₀ hk0.le hkk 2
  have ha2 : a' ^ 2 ≤ a ^ 2 := pow_le_pow_left₀ ha'.le haa 2
  -- every allowed change strictly raises the effective quantum number
  have hNN : effNumber nr k a < effNumber nr' k' a' := by
    unfold effNumber
    rcases hne with h | h | h
    · have hs : √(k ^ 2 - a ^ 2) ≤ √(k' ^ 2 - a' ^ 2) := Real.sqrt_le_sqrt (by linarith)
      linarith
    · have h2 : k ^ 2 < k' ^ 2 := by nlinarith
      have hs : √(k ^ 2 - a ^ 2) < √(k' ^ 2 - a' ^ 2) := Real.sqrt_lt_sqrt hpos (by linarith)
      linarith
    · have h2 : a' ^ 2 < a ^ 2 := by nlinarith
      have hs : √(k ^ 2 - a ^ 2) < √(k' ^ 2 - a' ^ 2) := Real.sqrt_lt_sqrt hpos (by linarith)
      linarith
  have hN' : 0 < effNumber nr' k' a' := hN.trans hNN
  -- hence the ratio `a² / N²` strictly falls
  have hq : a' ^ 2 / effNumber nr' k' a' ^ 2 < a ^ 2 / effNumber nr k a ^ 2 := by
    rw [div_lt_div_iff₀ (by positivity) (by positivity)]
    have h2 : effNumber nr k a ^ 2 < effNumber nr' k' a' ^ 2 := by nlinarith
    calc a' ^ 2 * effNumber nr k a ^ 2 ≤ a ^ 2 * effNumber nr k a ^ 2 :=
          mul_le_mul_of_nonneg_right ha2 (by positivity)
      _ < a ^ 2 * effNumber nr' k' a' ^ 2 := mul_lt_mul_of_pos_left h2 (by positivity)
  unfold energy
  exact one_div_lt_one_div_of_lt (Real.sqrt_pos.2 (by positivity))
    (Real.sqrt_lt_sqrt (by positivity) (by linarith))
```

**Q:** Does that order the fine-structure levels within a shell?

**A:** No. At fixed principal number $n=n_r+k$, raising $k$ lowers $n_r$, and the comparison requires that $n_r$ not decrease. What follows is monotonicity in one variable at a time: in $n_r$ on $[0,\infty)$, in $k$ on $(a,\infty)$, and in $a$ on $(0,k)$. Each part applies the comparison with a single strict change.

```lean
/-- For `nr ≥ 0` and `0 < a < k` the energy is strictly increasing in the radial number, strictly
increasing in the angular number, and strictly decreasing in the coupling, the other two
variables being held fixed. -/
theorem energy_strict_monotonicity {nr k a : ℝ} (hn : 0 ≤ nr) (ha : 0 < a) (hk : a < k) :
    StrictMonoOn (fun x => energy x k a) (Ici 0) ∧
    StrictMonoOn (fun x => energy nr x a) (Ioi a) ∧
    StrictAntiOn (fun x => energy nr k x) (Ioo 0 k) := by
  refine ⟨?_, ?_, ?_⟩
  · intro x hx y _ hxy
    exact energy_lt_energy hx ha hk hxy.le le_rfl le_rfl (Or.inl hxy)
  · intro x hx y _ hxy
    exact energy_lt_energy hn ha hx le_rfl hxy.le le_rfl (Or.inr (Or.inl hxy))
  · intro x hx y hy hxy
    exact energy_lt_energy hn hx.1 hy.2 le_rfl le_rfl hxy.le (Or.inr (Or.inr hxy))
```

**Q:** And the levels without radial excitation?

**A:** With $n_r=0$ we have $N^2=k^2-a^2$ and $N^2+a^2=k^2$, so $E^2=1-a^2/k^2$. Since $E>0$, it is the positive root. The Lean proof computes the square in the same way and then takes the root.

```lean
/-- For `0 < a < k` the level without radial excitation has energy `√(1 - a²/k²)`. -/
theorem energy_zero_radial {k a : ℝ} (ha : 0 < a) (hk : a < k) :
    energy 0 k a = √(1 - a ^ 2 / k ^ 2) := by
  have hk0 : 0 < k := ha.trans hk
  have hN : effNumber 0 k a ^ 2 = k ^ 2 - a ^ 2 := by
    unfold effNumber
    rw [zero_add, Real.sq_sqrt (by nlinarith)]
  have hsq : energy 0 k a ^ 2 = 1 - a ^ 2 / k ^ 2 := by
    rw [energy_sq le_rfl ha hk, hN, sub_add_cancel, sub_div, div_self (by positivity)]
  rw [← hsq, Real.sqrt_sq (energy_mem_Ioo le_rfl ha hk).1.le]
```

**Q:** So far you have studied a formula. What ties it to the bound-state problem?

**A:** The quantisation condition for a trial energy $\varepsilon\in(0,1)$,

$$\frac{a\varepsilon}{\sqrt{1-\varepsilon^2}}=N.$$

For the physical, integer values of $n_r$ and $k$, it expresses that the power series in the radial Dirac solution terminates, leaving a decaying wave function. Multiply by the root and square; both sides are positive, so nothing is lost:

$$a^2\varepsilon^2=N^2(1-\varepsilon^2)\iff\varepsilon^2=\frac{N^2}{N^2+a^2}=E^2\iff\varepsilon=E.$$

In Lean, `sq_eq_sq₀` justifies both squarings. The step from the Dirac equation to this condition is taken from physics, not derived.

```lean
/-- For `nr ≥ 0` and `0 < a < k`, a number `ε` strictly between 0 and 1 satisfies the quantisation
condition `a ε / √(1 - ε²) = nr + √(k² - a²)` exactly when it is the Sommerfeld energy. -/
theorem quantisation_iff {nr k a ε : ℝ} (hn : 0 ≤ nr) (ha : 0 < a) (hk : a < k)
    (h0 : 0 < ε) (h1 : ε < 1) :
    a * ε / √(1 - ε ^ 2) = nr + √(k ^ 2 - a ^ 2) ↔ ε = energy nr k a := by
  have hN := effNumber_pos hn ha hk
  have hE := (energy_mem_Ioo hn ha hk).1
  have hs : 0 < 1 - ε ^ 2 := by nlinarith
  change a * ε / √(1 - ε ^ 2) = effNumber nr k a ↔ _
  -- both equations are between positive numbers, so they may be squared
  have e1 : a * ε = effNumber nr k a * √(1 - ε ^ 2) ↔
      (a * ε) ^ 2 = (effNumber nr k a * √(1 - ε ^ 2)) ^ 2 :=
    (sq_eq_sq₀ (by positivity) (by positivity)).symm
  have e2 : ε = energy nr k a ↔ ε ^ 2 = energy nr k a ^ 2 := (sq_eq_sq₀ h0.le hE.le).symm
  rw [div_eq_iff (Real.sqrt_pos.2 hs).ne', e1, e2, mul_pow, mul_pow, Real.sq_sqrt hs.le,
    energy_sq hn ha hk, eq_div_iff (by positivity)]
  constructor <;> intro h <;> linear_combination h
```

**Q:** Is the upper bound 1 ever approached?

**A:** Yes. At fixed $k$ and $a$, $N\to\infty$ as $n_r\to\infty$, so $a^2/N^2\to0$ and $E\to1$, the ionisation threshold. The proof composes these limits through the square root and the inverse. The theorem places no condition on `k` and `a`, because Lean's square root of a negative number is 0; its physical reading still needs $0<a<k$.

```lean
/-- At fixed angular number and coupling the energy tends to the rest energy as the radial
number grows without bound. -/
theorem energy_tendsto_one (k a : ℝ) :
    Tendsto (fun nr => energy nr k a) atTop (𝓝 1) := by
  have h1 : Tendsto (fun nr => effNumber nr k a) atTop atTop :=
    tendsto_atTop_add_const_right _ _ tendsto_id
  have h2 : Tendsto (fun nr => a ^ 2 / effNumber nr k a ^ 2) atTop (𝓝 0) :=
    tendsto_const_nhds.div_atTop ((tendsto_pow_atTop two_ne_zero).comp h1)
  have h3 : Tendsto (fun nr => √(1 + a ^ 2 / effNumber nr k a ^ 2)) atTop (𝓝 1) := by
    simpa using (h2.const_add 1).sqrt
  simpa [energy] using h3.inv₀ one_ne_zero

end

end SommerfeldFormula
```

**Q:** Where would I meet this in electronic structure?

**A:** In relativistic calculations on hydrogen-like ions, where the formula supplies reference levels for one electron and a fixed point nucleus. Electron repulsion, nuclear size and recoil, and radiative corrections are absent from it.

```lean
#print axioms SommerfeldFormula.energy_strict_monotonicity
#print axioms SommerfeldFormula.energy_zero_radial
#print axioms SommerfeldFormula.quantisation_iff
#print axioms SommerfeldFormula.energy_tendsto_one
```

```
'SommerfeldFormula.energy_strict_monotonicity' depends on axioms: [propext, Classical.choice, Quot.sound]
'SommerfeldFormula.energy_zero_radial' depends on axioms: [propext, Classical.choice, Quot.sound]
'SommerfeldFormula.quantisation_iff' depends on axioms: [propext, Classical.choice, Quot.sound]
'SommerfeldFormula.energy_tendsto_one' depends on axioms: [propext, Classical.choice, Quot.sound]
```
